# A finite-mode generalised HFB density matrix obeys a particle-hole constraint, and is idempotent exactly when its quasiparticle occupations are 0 or 1

## Nambu space and the generalised density matrix

Take finitely many fermion modes with annihilation operators cᵢ. A paired mean-field state is described by its normal density and its pairing tensor,

ρᵢⱼ = ⟨cⱼ† cᵢ⟩,  κᵢⱼ = ⟨cⱼ cᵢ⟩.

Both are blocks of one matrix R, the generalised density matrix, which acts on Nambu space: one particle copy and one hole copy of the modes. The problem is to find which constraints R obeys at any temperature, and which further constraint marks a pure quasiparticle vacuum.

Let γₖ be the quasiparticle operators and W the matrix that expresses (c, c†) through (γ, γ†). If the quasiparticles are uncorrelated, with occupations fₖ = ⟨γₖ† γₖ⟩, then

R = W D Wᴴ,  D = diag(f, 1 − f).

Let S be the block swap, which exchanges the particle and hole halves, and write

C(M) = S conj(M) S

for particle-hole conjugation. A Bogoliubov matrix is a unitary W with C(W) = W. Unitarity preserves the anticommutation relations; C(W) = W says that the rows for c† are the adjoints of the rows for c.

## What is claimed

For real f:

- If W is Bogoliubov, then C(R) = 1 − R. In blocks, the hole density is 1 − conj(ρ), and κ is antisymmetric.
- If W is unitary, then R² = R exactly when every fₖ is 0 or 1.
- If W is unitary, then tr(R − R²) = 2 ∑ₖ fₖ(1 − fₖ).
- If W is unitary and f is the Fermi function of energies Eₖ at inverse temperature β, then R is the inverse of 1 + exp(βH), where H = W diag(E, −E) Wᴴ.

In finite-mode HFB or Bogoliubov–de Gennes calculations, the first relation constrains R at every temperature, while idempotency singles out the quasiparticle vacua. A level with fₖ = 1 counts as empty once γₖ and γₖ† exchange roles, so a state whose occupations are all 0 or 1 is the vacuum of the quasiparticles relabelled in this way.

## Particle-hole symmetry

Since S² = 1, conjugation respects products:

C(AB) = S conj(A) S S conj(B) S = C(A) C(B).

Since S is real and symmetric, C(Wᴴ) = C(W)ᴴ = Wᴴ. On the diagonal factor, C exchanges the halves, and the real f is unaffected by complex conjugation:

C(D) = diag(1 − f, f) = 1 − D.

Therefore

C(R) = W (1 − D) Wᴴ = W Wᴴ − R = 1 − R.

R is Hermitian because D is real. Write its rows of blocks as (ρ, κ) and (κᴴ, σ). Then C(R) has rows (conj(σ), κᵀ) and (conj(κ), conj(ρ)). Comparison with 1 − R gives

σ = 1 − conj(ρ),  κᵀ = −κ.

## Idempotency and its defect

Because Wᴴ W = 1,

R² = W D Wᴴ W D Wᴴ = W D² Wᴴ.

Multiplying by Wᴴ on the left and W on the right shows that R² = R is equivalent to D² = D. Both halves of D give the same condition, fₖ(1 − fₖ) = 0. Cyclicity of the trace gives

tr(R − R²) = tr(D − D²) = ∑ₖ [fₖ(1 − fₖ) + (1 − fₖ)fₖ] = 2 ∑ₖ fₖ(1 − fₖ).

For physical occupations, 0 ≤ fₖ ≤ 1, every term is non-negative, so the trace vanishes only for an idempotent R.

## Thermal occupations

Put xₖ = βEₖ and fₖ = 1/(exp(xₖ) + 1). The exponential is taken in the quasiparticle basis:

1 + exp(βH) = W diag(1 + exp(x), 1 + exp(−x)) Wᴴ.

The two halves of D are the reciprocals of these entries, since

1 − fₖ = exp(xₖ)/(exp(xₖ) + 1) = 1/(1 + exp(−xₖ)).

Hence R (1 + exp(βH)) = W Wᴴ = 1.

## A two-mode BCS example

For real u and v with u² + v² = 1, take

c₁ = u γ₁ + v γ₂†,  c₂ = u γ₂ − v γ₁†.

The rows of W are (u, 0, 0, v), (0, u, −v, 0), (0, v, u, 0) and (−v, 0, 0, u). Each has squared norm u² + v² = 1, and distinct rows are orthogonal. Exchanging the halves of both rows and columns leaves this real matrix unchanged, so W is Bogoliubov.

## Reading the Lean statements

The type `n` labels the modes, and `n ⊕ n` labels Nambu space, with `Sum.inl` for particles and `Sum.inr` for holes. `M.map star` is the entrywise complex conjugate, and `phConj` is C. `occupation f` is D, `density W f` is R, and `toBlocks₁₂` extracts κ. The name `hamiltonian` denotes the Nambu matrix H, not the many-body operator; energies are measured from the chemical potential.

The occupations are arbitrary real numbers, with no bounds imposed. `IsBogoliubov` is assumed only for the symmetry and block statements; the others need unitarity alone. The passage from expectation values in Fock space to R = W D Wᴴ is the physical input: the code starts from that matrix. It also takes W and E as given, without solving for a self-consistent mean field.

## The Lean file

```lean
import Mathlib

open Matrix

namespace HFBDensity

noncomputable section

variable {n : Type*} [Fintype n] [DecidableEq n]

/-- The block swap `S`, which exchanges the particle and hole halves of Nambu space. -/
def blockSwap (n : Type*) [DecidableEq n] : Matrix (n ⊕ n) (n ⊕ n) ℂ :=
  fromBlocks 0 1 1 0

/-- Particle-hole conjugation `M ↦ S conj(M) S`. -/
def phConj (M : Matrix (n ⊕ n) (n ⊕ n) ℂ) : Matrix (n ⊕ n) (n ⊕ n) ℂ :=
  blockSwap n * M.map star * blockSwap n

/-- A Bogoliubov matrix is unitary and invariant under particle-hole conjugation. -/
def IsBogoliubov (W : Matrix (n ⊕ n) (n ⊕ n) ℂ) : Prop :=
  W ∈ unitaryGroup (n ⊕ n) ℂ ∧ phConj W = W

/-- The diagonal matrix `diag(f, 1 - f)` of quasiparticle occupations. -/
def occupation (f : n → ℝ) : Matrix (n ⊕ n) (n ⊕ n) ℂ :=
  diagonal (Sum.elim (fun k => (f k : ℂ)) (fun k => 1 - (f k : ℂ)))

/-- The generalised density matrix `R = W diag(f, 1 - f) Wᴴ`. -/
def density (W : Matrix (n ⊕ n) (n ⊕ n) ℂ) (f : n → ℝ) : Matrix (n ⊕ n) (n ⊕ n) ℂ :=
  W * occupation f * Wᴴ

/-- The matrix `H = W diag(E, -E) Wᴴ` with quasiparticle energies `E`. -/
def hamiltonian (W : Matrix (n ⊕ n) (n ⊕ n) ℂ) (E : n → ℝ) : Matrix (n ⊕ n) (n ⊕ n) ℂ :=
  W * diagonal (Sum.elim (fun k => (E k : ℂ)) (fun k => -(E k : ℂ))) * Wᴴ

/-- The Fermi occupation `1 / (exp(β E) + 1)` of each quasiparticle level. -/
def fermi (β : ℝ) (E : n → ℝ) (k : n) : ℝ := 1 / (Real.exp (β * E k) + 1)

/-- Entry by entry, particle-hole conjugation exchanges particle and hole labels and
takes the complex conjugate. -/
theorem phConj_apply (M : Matrix (n ⊕ n) (n ⊕ n) ℂ) (i j : n ⊕ n) :
    phConj M i j = star (M i.swap j.swap) := by
  rcases i with a | a <;> rcases j with b | b <;>
    simp [phConj, blockSwap, Matrix.mul_apply, Fintype.sum_sum_type, Matrix.one_apply]

/-- Particle-hole conjugation respects products. -/
theorem phConj_mul (A B : Matrix (n ⊕ n) (n ⊕ n) ℂ) :
    phConj (A * B) = phConj A * phConj B := by
  ext i j
  simp only [phConj_apply, Matrix.mul_apply, star_sum, star_mul']
  exact (Equiv.sum_comp (Equiv.sumComm n n)
    (fun x => star (A i.swap x) * star (B x j.swap))).symm

/-- Particle-hole conjugation turns the occupations `diag(f, 1 - f)` into their complement. -/
theorem phConj_occupation (f : n → ℝ) : phConj (occupation f) = 1 - occupation f := by
  ext i j
  rcases i with a | a <;> rcases j with b | b <;> by_cases h : a = b <;>
    simp [phConj_apply, occupation, h]

/-- For a Bogoliubov matrix `W` and real `f`, the generalised density matrix obeys
`S conj(R) S = 1 - R`. -/
theorem phConj_density {W : Matrix (n ⊕ n) (n ⊕ n) ℂ} (hW : IsBogoliubov W) (f : n → ℝ) :
    phConj (density W f) = 1 - density W f := by
  have hWW : W * Wᴴ = 1 := mem_unitaryGroup_iff.mp hW.1
  have hH : phConj Wᴴ = Wᴴ := by
    conv_rhs => rw [← hW.2]
    ext i j
    simp [phConj_apply, conjTranspose_apply]
  rw [density, phConj_mul, phConj_mul, hH, hW.2, phConj_occupation, mul_sub, sub_mul,
    mul_one, hWW]

/-- For a Bogoliubov matrix `W`, the hole block of `R` is one minus the conjugate of the
particle block, and the pairing block is antisymmetric. -/
theorem density_blocks {W : Matrix (n ⊕ n) (n ⊕ n) ℂ} (hW : IsBogoliubov W) (f : n → ℝ) :
    (density W f).toBlocks₂₂ = 1 - (density W f).toBlocks₁₁.map star ∧
      (density W f).toBlocks₁₂ᵀ = -(density W f).toBlocks₁₂ := by
  have h := phConj_density hW f
  have hD : (occupation f)ᴴ = occupation f := by
    rw [occupation, diagonal_conjTranspose]
    congr 1
    funext i
    rcases i with k | k <;> simp
  have hR : (density W f)ᴴ = density W f := by
    rw [density, conjTranspose_mul, conjTranspose_mul, conjTranspose_conjTranspose, hD,
      mul_assoc]
  constructor
  · ext i j
    have e := congrFun (congrFun h (Sum.inr i)) (Sum.inr j)
    rw [phConj_apply, Matrix.sub_apply] at e
    have o : (1 : Matrix (n ⊕ n) (n ⊕ n) ℂ) (Sum.inr i) (Sum.inr j)
        = (1 : Matrix n n ℂ) i j := by simp [Matrix.one_apply]
    rw [o] at e
    change density W f (Sum.inr i) (Sum.inr j)
      = (1 : Matrix n n ℂ) i j - star (density W f (Sum.inl i) (Sum.inl j))
    simp only [Sum.swap_inr] at e
    linear_combination e
  · ext i j
    -- hermiticity relates the two off-diagonal blocks
    have e := congrFun (congrFun h (Sum.inl j)) (Sum.inr i)
    have g := congrFun (congrFun hR (Sum.inl i)) (Sum.inr j)
    rw [conjTranspose_apply] at g
    rw [phConj_apply, Matrix.sub_apply, Matrix.one_apply_ne (by simp)] at e
    simp only [Sum.swap_inl, Sum.swap_inr] at e
    change density W f (Sum.inl j) (Sum.inr i) = -density W f (Sum.inl i) (Sum.inr j)
    linear_combination e - g

/-- For unitary `W`, squaring `R` amounts to squaring the occupation matrix. -/
theorem density_mul_self {W : Matrix (n ⊕ n) (n ⊕ n) ℂ} (hW : W ∈ unitaryGroup (n ⊕ n) ℂ)
    (f : n → ℝ) :
    density W f * density W f = W * (occupation f * occupation f) * Wᴴ := by
  have h : Wᴴ * W = 1 := mem_unitaryGroup_iff'.mp hW
  calc density W f * density W f
      = W * occupation f * (Wᴴ * W) * occupation f * Wᴴ := by
        simp only [density, mul_assoc]
    _ = W * (occupation f * occupation f) * Wᴴ := by
        rw [h, mul_one, mul_assoc W]

/-- For unitary `W`, the generalised density matrix is idempotent exactly when every
quasiparticle level is empty or fully occupied. -/
theorem density_idempotent_iff {W : Matrix (n ⊕ n) (n ⊕ n) ℂ}
    (hW : W ∈ unitaryGroup (n ⊕ n) ℂ) (f : n → ℝ) :
    density W f * density W f = density W f ↔ ∀ k, f k = 0 ∨ f k = 1 := by
  have h : Wᴴ * W = 1 := mem_unitaryGroup_iff'.mp hW
  rw [density_mul_self hW]
  constructor
  · intro hR k
    -- return to the quasiparticle basis
    have back : ∀ X : Matrix (n ⊕ n) (n ⊕ n) ℂ, Wᴴ * (W * X * Wᴴ) * W = X := fun X => by
      calc Wᴴ * (W * X * Wᴴ) * W = (Wᴴ * W) * X * (Wᴴ * W) := by simp only [mul_assoc]
        _ = X := by rw [h, one_mul, mul_one]
    have hD : occupation f * occupation f = occupation f := by
      rw [← back (occupation f * occupation f), hR, density, back]
    have e := congrFun (congrFun hD (Sum.inl k)) (Sum.inl k)
    rw [occupation, diagonal_mul_diagonal, diagonal_apply_eq, diagonal_apply_eq] at e
    simp only [Sum.elim_inl] at e
    have e' : f k * f k = f k := by exact_mod_cast e
    have p : f k * (f k - 1) = 0 := by linear_combination e'
    rcases mul_eq_zero.mp p with q | q
    · exact Or.inl q
    · exact Or.inr (by linarith)
  · intro hf
    have hD : occupation f * occupation f = occupation f := by
      rw [occupation, diagonal_mul_diagonal]
      congr 1
      funext i
      rcases i with k | k <;> rcases hf k with q | q <;> simp [q]
    rw [hD, density]

/-- For unitary `W`, the trace of `R - R²` is twice the sum of `f (1 - f)` over the
quasiparticle levels. -/
theorem trace_density_defect {W : Matrix (n ⊕ n) (n ⊕ n) ℂ}
    (hW : W ∈ unitaryGroup (n ⊕ n) ℂ) (f : n → ℝ) :
    trace (density W f - density W f * density W f)
      = 2 * ∑ k, (f k : ℂ) * (1 - (f k : ℂ)) := by
  have h : Wᴴ * W = 1 := mem_unitaryGroup_iff'.mp hW
  rw [density_mul_self hW, density, trace_sub, trace_mul_cycle, trace_mul_cycle W, h,
    one_mul, one_mul]
  simp only [occupation, diagonal_mul_diagonal, trace_diagonal, Fintype.sum_sum_type,
    Sum.elim_inl, Sum.elim_inr]
  rw [← Finset.sum_add_distrib, ← Finset.sum_add_distrib, ← Finset.sum_sub_distrib,
    Finset.mul_sum]
  exact Finset.sum_congr rfl fun k _ => by ring

/-- For unitary `W` and Fermi occupations, `R` is the inverse of `1 + exp(β H)`. -/
theorem density_fermi {W : Matrix (n ⊕ n) (n ⊕ n) ℂ} (hW : W ∈ unitaryGroup (n ⊕ n) ℂ)
    (β : ℝ) (E : n → ℝ) :
    density W (fermi β E) * (1 + NormedSpace.exp ((β : ℂ) • hamiltonian W E)) = 1 := by
  have h : Wᴴ * W = 1 := mem_unitaryGroup_iff'.mp hW
  have h' : W * Wᴴ = 1 := mem_unitaryGroup_iff.mp hW
  have hinv : W⁻¹ = Wᴴ := inv_eq_right_inv h'
  have hU : IsUnit W := ⟨⟨W, Wᴴ, h', h⟩, rfl⟩
  let X : Matrix (n ⊕ n) (n ⊕ n) ℂ := diagonal (Sum.elim
    (fun k => Complex.exp (β * E k)) (fun k => Complex.exp (-(β * E k))))
  -- the exponential is diagonal in the quasiparticle basis
  have hexp : NormedSpace.exp ((β : ℂ) • hamiltonian W E) = W * X * Wᴴ := by
    rw [hamiltonian, ← Matrix.smul_mul, ← Matrix.mul_smul, ← hinv,
      Matrix.exp_conj _ _ hU, ← diagonal_smul, Matrix.exp_diagonal]
    congr 2
    congr 1
    funext i
    rw [Pi.coe_exp, ← Complex.exp_eq_exp_ℂ]
    rcases i with k | k <;> simp
  have hX : occupation (fermi β E) * (1 + X) = 1 := by
    rw [← diagonal_one, occupation, diagonal_add, diagonal_mul_diagonal]
    congr 1
    funext i
    rcases i with k | k
    all_goals
      have hp : Complex.exp (β * E k) + 1 ≠ 0 := by
        exact_mod_cast (by positivity : Real.exp (β * E k) + 1 ≠ 0)
      have hz := Complex.exp_ne_zero (β * E k)
      simp only [Sum.elim_inl, Sum.elim_inr, fermi, Complex.exp_neg]
      push_cast
      field_simp
      ring
  calc density W (fermi β E) * (1 + NormedSpace.exp ((β : ℂ) • hamiltonian W E))
      = W * occupation (fermi β E) * (Wᴴ + (Wᴴ * W) * X * Wᴴ) := by
        rw [hexp, density]
        noncomm_ring
    _ = W * (occupation (fermi β E) * (1 + X)) * Wᴴ := by
        rw [h]
        noncomm_ring
    _ = 1 := by rw [hX, mul_one, h']

/-- The two-mode BCS transformation with real amplitudes `u`, `v` satisfying
`u² + v² = 1` is a Bogoliubov matrix. -/
theorem isBogoliubov_witness (u v : ℝ) (huv : u ^ 2 + v ^ 2 = 1) :
    IsBogoliubov (fromBlocks !![(u : ℂ), 0; 0, (u : ℂ)] !![0, (v : ℂ); -(v : ℂ), 0]
      !![0, (v : ℂ); -(v : ℂ), 0] !![(u : ℂ), 0; 0, (u : ℂ)]) := by
  have hc : (u : ℂ) ^ 2 + (v : ℂ) ^ 2 = 1 := by exact_mod_cast huv
  constructor
  · rw [mem_unitaryGroup_iff, star_eq_conjTranspose, fromBlocks_conjTranspose,
      fromBlocks_multiply, ← fromBlocks_one]
    congr 1 <;> ext i j <;>
      simp only [Matrix.add_apply, Matrix.mul_apply, Fin.sum_univ_two, conjTranspose_apply] <;>
      fin_cases i <;> fin_cases j <;> simp <;>
      first | linear_combination hc | ring1
  · ext i j
    rw [phConj_apply]
    rcases i with i | i <;> rcases j with j | j <;> fin_cases i <;> fin_cases j <;> simp

end

end HFBDensity
```

```lean
#print axioms HFBDensity.density_blocks
#print axioms HFBDensity.density_idempotent_iff
#print axioms HFBDensity.trace_density_defect
#print axioms HFBDensity.density_fermi
```

```
'HFBDensity.density_blocks' depends on axioms: [propext, Classical.choice, Quot.sound]
'HFBDensity.density_idempotent_iff' depends on axioms: [propext, Classical.choice, Quot.sound]
'HFBDensity.trace_density_defect' depends on axioms: [propext, Classical.choice, Quot.sound]
'HFBDensity.density_fermi' depends on axioms: [propext, Classical.choice, Quot.sound]
```

## How the code carries out the derivation

`phConj_apply` reduces C to an entry formula: swap both labels and conjugate. `phConj_mul` then obtains multiplicativity by relabelling the summation index, which takes the place of inserting S² = 1. With `phConj_occupation` for the diagonal factor, `phConj_density` is the chain of equalities above, written as rewrites.

In `density_blocks`, `hR` is Hermiticity. The hole density comes from one entry of the symmetry relation. Antisymmetry combines an off-diagonal entry `e` with the Hermiticity relation `g`.

`density_mul_self` supplies R² = W D² Wᴴ. In `density_idempotent_iff`, the local fact `back` undoes the change of basis, and a particle diagonal entry yields fₖ(fₖ − 1) = 0. The converse checks both halves of D. `trace_density_defect` uses `trace_mul_cycle` to remove W, then adds the two halves.

In `density_fermi`, `Matrix.exp_conj` moves the exponential inside the change of basis, and `Matrix.exp_diagonal` evaluates it. `hX` verifies the reciprocal identities, and the final `calc` restores W. `isBogoliubov_witness` checks the BCS matrix entry by entry, using u² + v² = 1 for the normalisation of the rows.
